# One-loop QED in $4-2\varepsilon$ dimensions: where $Z_3>0$, a fixed bare charge is equivalent to the renormalization-group flow

Vacuum polarization screens an electric charge, so the charge $e$ that one assigns to the electron depends on the momentum scale $\mu$ at which it is defined. The bare charge in the Lagrangian knows nothing of $\mu$. How must $e$ change with $\mu$ so that the bare charge stays put?

Let $t=\ln(\mu/\mu_0)$ with a fixed reference scale $\mu_0$; $t$ is not a time. In $4-2\varepsilon$ dimensions, with $\varepsilon\neq0$, the bare charge squared $B$, in units of $\mu_0^{2\varepsilon}$, is tied to $e(t)$ by

$$e^{2\varepsilon t}\,e(t)^2 = B\,Z_3(e(t)),\qquad Z_3(e)=1-\frac{e^2}{12\pi^2\varepsilon}.$$

In $e^{2\varepsilon t}$ the letter is Euler's number; below that factor is written $\exp(2\varepsilon t)$. The pole in $Z_3$ stands for the vacuum polarization loop of one Dirac fermion of unit charge, in minimal subtraction and units with $e^2=4\pi\alpha$. Neither the value of that loop nor the form of the bare relation is derived here. The relation contains only $Z_3$ because the Ward identity makes the vertex and electron field renormalization constants cancel. $Z_3$ itself is postulated, and cut off at one loop. Within this one-loop truncation, the results link a renormalization constant to the scale dependence of the coupling used in scattering calculations.

## The renormalization constant and two auxiliary functions

All quantities are real numbers, and a running charge is a function `e : ℝ → ℝ`.

```lean
import Mathlib

open Real Filter Topology

namespace QEDDimRegRunning

noncomputable section
```

`Z3` is the constant above.

```lean
/-- The one-loop photon field renormalization constant in `4 - 2ε` dimensions with minimal
subtraction, for `ε ≠ 0`. -/
def Z3 (ε e : ℝ) : ℝ := 1 - e ^ 2 / (12 * π ^ 2 * ε)
```

`betaFn` is a cubic polynomial in the charge, written $\beta(e)$ below. Part (c) justifies its name.

```lean
/-- The one-loop QED beta function in `4 - 2ε` dimensions. -/
def betaFn (ε e : ℝ) : ℝ := -ε * e + e ^ 3 / (12 * π ^ 2)
```

`invSq` depends on a starting value $w$ and a change of scale $t$. It is written $W_\varepsilon(w,t)$, and part (d) derives its formula.

```lean
/-- The inverse squared charge after a change `t` of the logarithmic scale, starting from the
value `w`, in `4 - 2ε` dimensions with `ε ≠ 0`. -/
def invSq (ε w t : ℝ) : ℝ :=
  1 / (12 * π ^ 2 * ε) + Real.exp (2 * ε * t) * (w - 1 / (12 * π ^ 2 * ε))
```

## (a) The derivative of the scale factor

**Task.** Show that $\frac{d}{dt}\exp(2\varepsilon t)=2\varepsilon\exp(2\varepsilon t)$.

**Solution.** The inner function $2\varepsilon t$ has derivative $2\varepsilon$, and the chain rule does the rest. In Lean, `HasDerivAt f f' t` says that $f$ is differentiable at $t$ with derivative $f'$.

```lean
/-- The scale factor `exp (2εt)` has logarithmic derivative `2ε`. -/
theorem hasDerivAt_scale (ε t : ℝ) :
    HasDerivAt (fun x => Real.exp (2 * ε * x)) (Real.exp (2 * ε * t) * (2 * ε)) t :=
  ((hasDerivAt_id' t).const_mul (2 * ε)).exp.congr_deriv (by simp)
```

## (b) Factoring the cubic

**Task.** For $\varepsilon\neq0$, show that $\beta(e)=-\varepsilon\,e\,Z_3(e)$.

**Solution.** Multiply out:

$$-\varepsilon e\left(1-\frac{e^2}{12\pi^2\varepsilon}\right)=-\varepsilon e+\frac{e^3}{12\pi^2}.$$

The cancellation of $\varepsilon$ is the auxiliary fact `h` in the proof.

```lean
/-- For `ε ≠ 0` the beta function is the classical scaling term `-ε e` multiplied by `Z3`. -/
theorem betaFn_eq {ε : ℝ} (hε : ε ≠ 0) (e : ℝ) : betaFn ε e = -(ε * e * Z3 ε e) := by
  have h : e ^ 2 / (12 * π ^ 2 * ε) * ε = e ^ 2 / (12 * π ^ 2) := by field_simp
  unfold betaFn Z3
  linear_combination -e * h
```

## (c) From a fixed bare charge to the flow

**Task.** Let $e$ be differentiable and nonzero on an open set of scales, and let one number $B$ satisfy the bare relation there. Show that $e'(t)=\beta(e(t))$, that is, $e'=-\varepsilon e+e^3/(12\pi^2)$.

**Solution.** Differentiate both sides of the bare relation:

$$\exp(2\varepsilon t)\,(2\varepsilon e^2+2ee')=-B\,\frac{2ee'}{12\pi^2\varepsilon}.$$

Multiply by $Z_3$ and replace $BZ_3$ by $\exp(2\varepsilon t)e^2$:

$$\exp(2\varepsilon t)\,2e\left[\varepsilon e Z_3+e'\left(Z_3+\frac{e^2}{12\pi^2\varepsilon}\right)\right]=0.$$

The round bracket equals 1. The prefactor is nonzero, so $e'=-\varepsilon eZ_3$, which is $\beta(e)$ by (b).

In Lean, `hB` is the bare relation and `h0` says that the charge is nonzero; its sign is free. The relation is a product because Lean sets division by zero to zero, which would give a quotient by $Z_3=0$ a false meaning. Where $Z_3\neq0$ it says that $\exp(2\varepsilon t)e^2/Z_3$ is the constant $B$. Here $B$ may be any real number: it is negative where $Z_3<0$, and then no real bare charge has this square.

The proof computes the two derivatives as `hL` and `hR`. Since the set is open, the two sides agree near $t$, and uniqueness of the derivative gives `hEq`. The elimination of $B$ is `key`.

```lean
/-- If a differentiable, nonzero charge on an open set of scales belongs to a fixed bare charge
squared `B`, and `ε ≠ 0`, then it runs with the one-loop beta function. -/
theorem flow_of_bare {ε B : ℝ} {s : Set ℝ} {e : ℝ → ℝ} (hε : ε ≠ 0) (hs : IsOpen s)
    (hd : ∀ t ∈ s, DifferentiableAt ℝ e t) (h0 : ∀ t ∈ s, e t ≠ 0)
    (hB : ∀ t ∈ s, Real.exp (2 * ε * t) * e t ^ 2 = B * Z3 ε (e t)) :
    ∀ t ∈ s, HasDerivAt e (betaFn ε (e t)) t := by
  intro t ht
  have he := (hd t ht).hasDerivAt
  have hsq : HasDerivAt (fun x => e x ^ 2) (2 * e t * deriv e t) t :=
    (he.fun_pow 2).congr_deriv (by simp)
  have hL := (hasDerivAt_scale ε t).fun_mul hsq
  have hR : HasDerivAt (fun x => B * Z3 ε (e x))
      (B * (-(2 * e t * deriv e t / (12 * π ^ 2 * ε)))) t :=
    ((hsq.div_const (12 * π ^ 2 * ε)).const_sub 1).const_mul B
  have hev : (fun x => Real.exp (2 * ε * x) * e x ^ 2) =ᶠ[𝓝 t]
      (fun x => B * Z3 ε (e x)) := by
    filter_upwards [hs.mem_nhds ht] with x hx using hB x hx
  -- both sides of the bare relation have the same derivative
  have hEq := hL.unique (hR.congr_of_eventuallyEq hev)
  have hBt := hB t ht
  -- eliminate the bare charge
  have key : Real.exp (2 * ε * t) * (2 * e t) * (deriv e t + ε * e t * Z3 ε (e t)) = 0 := by
    simp only [Z3] at hBt ⊢
    linear_combination (1 - e t ^ 2 / (12 * π ^ 2 * ε)) * hEq
      + (2 * e t * deriv e t / (12 * π ^ 2 * ε)) * hBt
  have hne : Real.exp (2 * ε * t) * (2 * e t) ≠ 0 :=
    mul_ne_zero (Real.exp_ne_zero _) (mul_ne_zero two_ne_zero (h0 t ht))
  have hz := (mul_eq_zero.mp key).resolve_left hne
  exact he.congr_deriv (by rw [betaFn_eq hε]; linear_combination hz)
```

## (d) Integrating the flow

**Task.** Let a nonzero charge obey the flow of (c) on an open interval containing $t_0$ and $t$. Show that

$$\frac1{e(t)^2}=\frac1{12\pi^2\varepsilon}+\exp(2\varepsilon(t-t_0))\left(\frac1{e(t_0)^2}-\frac1{12\pi^2\varepsilon}\right).$$

**Solution.** Put $k=1/(12\pi^2\varepsilon)$ and $u=1/e^2-k$. Since $Z_3=1-ke^2=e^2u$,

$$u'=-\frac{2e'}{e^3}=\frac{2\varepsilon Z_3}{e^2}=2\varepsilon u.$$

Thus $\exp(-2\varepsilon t)\,u$ has zero derivative and is constant on the interval. Equating its values at $t$ and $t_0$, and multiplying by $\exp(2\varepsilon t)$, gives the claim. The right side is $W_\varepsilon(1/e(t_0)^2,\,t-t_0)$.

`IsOpen s` and `IsPreconnected s` together describe an open interval, possibly unbounded. An interval is the natural domain, since the right side can reach zero at a finite scale, where the charge diverges (a Landau pole). The zero derivative is `hg`, the constancy is `hconst`, and `h1` and `h2` combine the exponentials.

```lean
/-- Exact running in `4 - 2ε` dimensions, `ε ≠ 0`: a nonzero charge that obeys the one-loop flow
on an open interval has the inverse square `invSq`. -/
theorem exact_running {ε : ℝ} {s : Set ℝ} {e : ℝ → ℝ} (hε : ε ≠ 0) (hs : IsOpen s)
    (hc : IsPreconnected s) (h0 : ∀ t ∈ s, e t ≠ 0)
    (hflow : ∀ t ∈ s, HasDerivAt e (betaFn ε (e t)) t) {t₀ t : ℝ} (ht₀ : t₀ ∈ s) (ht : t ∈ s) :
    1 / e t ^ 2 = invSq ε (1 / e t₀ ^ 2) (t - t₀) := by
  -- the conserved quantity of the flow
  have hg : ∀ x ∈ s, HasDerivAt
      (fun y => Real.exp (2 * (-ε) * y) * (1 / e y ^ 2 - 1 / (12 * π ^ 2 * ε))) 0 x := by
    intro x hx
    have hx0 := h0 x hx
    have hsq : HasDerivAt (fun y => e y ^ 2) (2 * e x * betaFn ε (e x)) x :=
      ((hflow x hx).fun_pow 2).congr_deriv (by simp)
    have hinv := (hasDerivAt_const x (1 : ℝ)).fun_div hsq (pow_ne_zero 2 hx0)
    refine ((hasDerivAt_scale (-ε) x).fun_mul
      (hinv.sub_const (1 / (12 * π ^ 2 * ε)))).congr_deriv ?_
    rw [betaFn_eq hε]
    simp only [Z3]
    field_simp
    ring
  have hconst : Real.exp (2 * (-ε) * t) * (1 / e t ^ 2 - 1 / (12 * π ^ 2 * ε))
      = Real.exp (2 * (-ε) * t₀) * (1 / e t₀ ^ 2 - 1 / (12 * π ^ 2 * ε)) :=
    hs.is_const_of_deriv_eq_zero hc
      (fun x hx => (hg x hx).differentiableAt.differentiableWithinAt)
      (fun x hx => (hg x hx).deriv) ht ht₀
  have h1 : Real.exp (2 * ε * (t - t₀))
      = Real.exp (2 * ε * t) * Real.exp (2 * (-ε) * t₀) := by
    rw [← Real.exp_add]; congr 1; ring
  have h2 : Real.exp (2 * ε * t) * Real.exp (2 * (-ε) * t) = 1 := by
    rw [← Real.exp_add, show 2 * ε * t + 2 * (-ε) * t = 0 by ring, Real.exp_zero]
  unfold invSq
  rw [h1]
  linear_combination Real.exp (2 * ε * t) * hconst
    - (1 / e t ^ 2 - 1 / (12 * π ^ 2 * ε)) * h2
```

## (e) The equivalence

**Task.** Let $e$ be differentiable and nonzero on an open interval, with $Z_3(e(t_0))\neq0$ at one scale $t_0$ in it. Show that

$$\exists B\ \forall t:\ \exp(2\varepsilon t)e(t)^2=BZ_3(e(t))\quad\Longleftrightarrow\quad \forall t:\ e'(t)=\beta(e(t)),$$

with $t$ running over the interval.

**Solution.** Left to right is (c). For the converse, use $Z_3=e^2u$ in the result of (d):

$$\frac{Z_3(e(t))}{e(t)^2}=\exp(2\varepsilon(t-t_0))\,\frac{Z_3(e(t_0))}{e(t_0)^2}.$$

Choose $B=\exp(2\varepsilon t_0)\,e(t_0)^2/Z_3(e(t_0))$. Then

$$BZ_3(e(t))=\exp(2\varepsilon t_0)\exp(2\varepsilon(t-t_0))\,e(t)^2=\exp(2\varepsilon t)\,e(t)^2.$$

The proof supplies the same $B$. There `hz` is $Z_3=e^2u$, and `hZt` is the displayed running of $Z_3$ with denominators cleared.

```lean
/-- For `ε ≠ 0` and a differentiable, nonzero charge on an open interval with `Z3 ≠ 0` at one scale,
a scale-independent bare charge squared (a real number of either sign) exists exactly when the
charge obeys `e' = -ε e + e³/(12π²)`. -/
theorem bare_constant_iff_flow {ε : ℝ} {s : Set ℝ} {e : ℝ → ℝ} (hε : ε ≠ 0) (hs : IsOpen s)
    (hc : IsPreconnected s) (hd : ∀ t ∈ s, DifferentiableAt ℝ e t) (h0 : ∀ t ∈ s, e t ≠ 0)
    {t₀ : ℝ} (ht₀ : t₀ ∈ s) (hZ : Z3 ε (e t₀) ≠ 0) :
    (∃ B : ℝ, ∀ t ∈ s, Real.exp (2 * ε * t) * e t ^ 2 = B * Z3 ε (e t)) ↔
      ∀ t ∈ s, HasDerivAt e (betaFn ε (e t)) t := by
  constructor
  · rintro ⟨B, hB⟩
    exact flow_of_bare hε hs hd h0 hB
  · intro hflow
    refine ⟨Real.exp (2 * ε * t₀) * e t₀ ^ 2 / Z3 ε (e t₀), fun t ht => ?_⟩
    have hr := exact_running hε hs hc h0 hflow ht₀ ht
    unfold invSq at hr
    have hz : ∀ x : ℝ, x ≠ 0 → Z3 ε x = x ^ 2 * (1 / x ^ 2 - 1 / (12 * π ^ 2 * ε)) := by
      intro x hx
      have h := mul_one_div_cancel (pow_ne_zero 2 hx)
      unfold Z3
      linear_combination -h
    -- the running of Z3 follows from that of the charge
    have hZt : e t₀ ^ 2 * Z3 ε (e t)
        = e t ^ 2 * Real.exp (2 * ε * (t - t₀)) * Z3 ε (e t₀) := by
      rw [hz (e t) (h0 t ht), hz (e t₀) (h0 t₀ ht₀)]
      linear_combination e t₀ ^ 2 * e t ^ 2 * hr
    have hE : Real.exp (2 * ε * t)
        = Real.exp (2 * ε * t₀) * Real.exp (2 * ε * (t - t₀)) := by
      rw [← Real.exp_add]; congr 1; ring
    rw [div_mul_eq_mul_div, eq_div_iff hZ]
    linear_combination -Real.exp (2 * ε * t₀) * hZt + e t ^ 2 * Z3 ε (e t₀) * hE
```

## (f) The zero of $Z_3$

**Task.** Let $e\neq0$ and $Z_3(e)=0$. Show that $\beta(e)=0$, yet $\exp(2\varepsilon t)e^2\neq BZ_3(e)$ for all real $B$ and $t$.

**Solution.** By (b), $\beta(e)=-\varepsilon e\cdot0=0$. In the bare relation the right side is zero, while the left side is a product of nonzero factors.

Such a charge exists when $\varepsilon>0$, with $e^2=12\pi^2\varepsilon$. Held constant, it obeys the flow without having a finite bare charge, so the step from flow to bare charge in (e) needs a condition that excludes this constant solution.

```lean
/-- For `ε ≠ 0`, a nonzero charge at which `Z3` vanishes is a zero of the beta function, but no
finite bare charge belongs to it at any scale. -/
theorem fixed_point_has_no_bare_charge {ε e : ℝ} (hε : ε ≠ 0) (he : e ≠ 0)
    (hZ : Z3 ε e = 0) :
    betaFn ε e = 0 ∧ ∀ B t : ℝ, Real.exp (2 * ε * t) * e ^ 2 ≠ B * Z3 ε e := by
  refine ⟨by rw [betaFn_eq hε, hZ, mul_zero, neg_zero], fun B t => ?_⟩
  rw [hZ, mul_zero]
  exact mul_ne_zero (Real.exp_ne_zero _) (pow_ne_zero 2 he)
```

## (g) Back to four dimensions

**Task.** At fixed $w$ and $t$, show that

$$\lim_{\varepsilon\to0}W_\varepsilon(w,t)=w-\frac{t}{6\pi^2}.$$

**Solution.** Collect the terms with a pole:

$$W_\varepsilon(w,t)=\exp(2\varepsilon t)\,w-\frac1{12\pi^2}\,\frac{\exp(2\varepsilon t)-1}{\varepsilon}.$$

The first term tends to $w$. The last fraction is a difference quotient in $\varepsilon$ and tends to $2t$, which leaves $w-2t/(12\pi^2)$.

With $w=1/e(0)^2$ this is the familiar four-dimensional running of $1/e^2$, as long as the limit is positive. The theorem obtains it as a limit of the formula in (d); integrating $e'=e^3/(12\pi^2)$ directly gives the same line, but that calculation is left to the reader.

In Lean, `𝓝[≠] 0` lets $\varepsilon$ approach zero from both sides without reaching it. The proof applies (a) with the roles of $\varepsilon$ and $t$ exchanged: `h1` is the limit of the difference quotient and `h2` that of the exponential.

```lean
/-- As `ε → 0` at fixed initial value `w` and fixed `t`, the function `invSq ε w t` tends to
`w - t/(6π²)`. -/
theorem four_dimensional_limit (w t : ℝ) :
    Tendsto (fun ε => invSq ε w t) (𝓝[≠] 0) (𝓝 (w - t / (6 * π ^ 2))) := by
  have hd := hasDerivAt_scale t 0
  -- the pole in ε meets the difference quotient of the scale factor
  have h1 := hd.tendsto_slope_zero
  have h2 : Tendsto (fun ε => Real.exp (2 * t * ε)) (𝓝[≠] 0) (𝓝 (Real.exp (2 * t * 0))) :=
    hd.continuousAt.tendsto.mono_left nhdsWithin_le_nhds
  have h3 := (h2.mul_const w).sub (h1.const_mul (1 / (12 * π ^ 2)))
  have h4 : Real.exp (2 * t * 0) * w - 1 / (12 * π ^ 2) * (Real.exp (2 * t * 0) * (2 * t))
      = w - t / (6 * π ^ 2) := by
    rw [mul_zero, Real.exp_zero]; ring
  rw [h4] at h3
  refine h3.congr (fun ε => ?_)
  simp only [invSq, smul_eq_mul, zero_add, mul_zero, Real.exp_zero]
  rw [show 2 * ε * t = 2 * t * ε by ring]
  ring
```

## (h) A charge defined at every scale

**Task.** For $\varepsilon>0$, find a positive differentiable charge on the whole line with $Z_3\neq0$ and bare charge squared 1:

$$\exp(2\varepsilon t)\,e(t)^2=Z_3(e(t)).$$

**Solution.** With $k$ as in (d), the equation reads $e^2\,(k+\exp(2\varepsilon t))=1$, so

$$e(t)=\frac1{\sqrt{k+\exp(2\varepsilon t)}}.$$

The radicand is positive for every $t$, so $e$ is positive and differentiable. Also $Z_3=\exp(2\varepsilon t)e^2>0$. The hypotheses of (e) are therefore satisfied by an actual running charge, which Lean calls `sampleCharge`.

```lean
/-- An explicit running charge in `4 - 2ε` dimensions, for `ε > 0`. -/
def sampleCharge (ε t : ℝ) : ℝ := 1 / √(1 / (12 * π ^ 2 * ε) + Real.exp (2 * ε * t))
```

In the proof, `hS` is the positivity of the radicand and `hrel` the bare relation, from which $Z_3\neq0$ follows.

```lean
/-- For `ε > 0` the charge `sampleCharge` is differentiable and positive at every scale, has
`Z3 ≠ 0`, and belongs to the bare charge squared `1`. -/
theorem bare_constant_witness {ε : ℝ} (hε : 0 < ε) (t : ℝ) :
    DifferentiableAt ℝ (sampleCharge ε) t ∧ 0 < sampleCharge ε t ∧
      Z3 ε (sampleCharge ε t) ≠ 0 ∧
      Real.exp (2 * ε * t) * sampleCharge ε t ^ 2 = 1 * Z3 ε (sampleCharge ε t) := by
  have hS : 0 < 1 / (12 * π ^ 2 * ε) + Real.exp (2 * ε * t) := by positivity
  have hroot := Real.sqrt_pos.2 hS
  have hpos : 0 < sampleCharge ε t := one_div_pos.2 hroot
  have hrel : Real.exp (2 * ε * t) * sampleCharge ε t ^ 2
      = 1 * Z3 ε (sampleCharge ε t) := by
    have hc := mul_one_div_cancel hS.ne'
    unfold Z3 sampleCharge
    rw [div_pow, one_pow, Real.sq_sqrt hS.le]
    linear_combination hc
  refine ⟨?_, hpos, ?_, hrel⟩
  · have h := ((hasDerivAt_scale ε t).const_add (1 / (12 * π ^ 2 * ε))).sqrt hS.ne'
    exact ((hasDerivAt_const t (1 : ℝ)).fun_div h hroot.ne').differentiableAt
  · rw [one_mul] at hrel
    rw [← hrel]
    positivity

end

end QEDDimRegRunning
```

```lean
#print axioms QEDDimRegRunning.flow_of_bare
#print axioms QEDDimRegRunning.bare_constant_iff_flow
#print axioms QEDDimRegRunning.fixed_point_has_no_bare_charge
#print axioms QEDDimRegRunning.four_dimensional_limit
```

```
'QEDDimRegRunning.flow_of_bare' depends on axioms: [propext, Classical.choice, Quot.sound]
'QEDDimRegRunning.bare_constant_iff_flow' depends on axioms: [propext, Classical.choice, Quot.sound]
'QEDDimRegRunning.fixed_point_has_no_bare_charge' depends on axioms: [propext, Classical.choice, Quot.sound]
'QEDDimRegRunning.four_dimensional_limit' depends on axioms: [propext, Classical.choice, Quot.sound]
```
